# The nth Hermite polynomial of the harmonic oscillator has degree at most n

The Hermite polynomials here are the polynomial factors in the harmonic oscillator's eigenfunctions, written in a dimensionless coordinate x and left unnormalised. They are defined over the reals by H₀ = 1 and Hₙ₊₁ = 2x Hₙ − Hₙ′, and the theorem says that Hₙ has degree at most n; it does not claim that the degree equals n. The proof is by induction on n. In the step, it bounds the degrees of 2x Hₙ and Hₙ′ separately, then uses the fact that the degree of a difference is at most the larger of the two.

An attempt in Lean 4 with a fault in it:

```lean
import Mathlib

open Polynomial MeasureTheory

namespace NatDegreeHermLe

noncomputable section

/-- The Hermite polynomials of the oscillator, generated by `H₀ = 1` and
`Hₙ₊₁ = 2x Hₙ - Hₙ'`. -/
def herm : ℕ → ℝ[X]
  | 0 => 1
  | n + 1 => C 2 * X * herm n - derivative (herm n)

/-- The Hermite polynomial `Hₙ` has degree at most `n`. -/
theorem natDegree_herm_le (n : ℕ) : (herm n).natDegree ≤ n := by
  induction n with
  | zero => simp [herm]
  | succ n ih =>
    have h1 := natDegree_mul_le (p := C (2 : ℝ) * X) (q := herm n)
    have h2 := natDegree_C_mul_X_le (2 : ℝ)
    have h3 := natDegree_derivative_le (herm n)
    exact (natDegree_sub_le _ _).trans (max_le (by omega) (by omega))

end

end NatDegreeHermLe
```

Messages:

```
Main.lean:21:15: error(lean.unknownIdentifier): Unknown identifier `natDegree_C_mul_X_le`
```

The repair, with which the file compiles:

```diff
@@ -19,5 +19,5 @@
   | succ n ih =>
     have h1 := natDegree_mul_le (p := C (2 : ℝ) * X) (q := herm n)
-    have h2 := natDegree_C_mul_X_le (2 : ℝ)
+    have h2 := natDegree_C_mul_X (2 : ℝ) two_ne_zero
     have h3 := natDegree_derivative_le (herm n)
     exact (natDegree_sub_le _ _).trans (max_le (by omega) (by omega))
```

The message means that Lean found no declaration called `natDegree_C_mul_X_le`, either under that name as it stands or in the current and opened namespaces. The line was meant to supply the degree of the factor 2x, which the induction step needs in order to bound the degree of 2x Hₙ.

The repair uses `natDegree_C_mul_X`, which does exist, in the opened namespace `Polynomial`. It says that a constant times `X` has degree exactly 1, provided the constant is not zero, so it takes a proof of that condition as a second argument; `two_ne_zero` provides it. `h2` is now an equation, which `omega` can use just as well as an inequality. Together with `h1` and the induction hypothesis `ih`, it gives the bound n + 1 for the degree of 2x Hₙ, and the rest of the proof stands unchanged.
